# A lower bound on three-orbital joint occupations from one- and two-orbital data

A set $S$ of orthonormal spin orbitals (orbitals, for short), say those localised on one fragment of a molecule, holds a fluctuating number of electrons. Suppose that a calculation supplies the mean occupation of each orbital in $S$ and the joint occupation of each pair. What lower bound do these data place on the joint occupations of three orbitals, summed over all triples in $S$? The bound below uses the data only through their sums over $S$, so the orbital-resolved data can imply a stronger one.

Write $n_i\in\{0,1\}$ for the occupation of orbital $i$ in a pattern $n$, $M=\sum_{i\in S}n_i$ for the number of particles in $S$, and $\langle\cdot\rangle$ for the average over patterns. Define

$$T_1=\sum_{i}\langle n_i\rangle,\qquad T_2=\sum_{i\ne j}\langle n_in_j\rangle,\qquad T_3=\sum_{i,j,k\ \text{distinct}}\langle n_in_jn_k\rangle,$$

with all indices in $S$ and ordered pairs and triples. For every integer $m$,

$$T_3\ \ge\ (m-1)(2T_2-mT_1),$$

with equality exactly when every pattern of positive probability puts $0$, $m$ or $m+1$ particles in $S$.

A fermionic state in a finite orthonormal basis of spin orbitals assigns a probability to each occupation pattern. The averages $\langle n_i\rangle$, $\langle n_in_j\rangle$ and $\langle n_in_jn_k\rangle$ are then diagonal elements of its reduced density matrices, taken as plain expectation values of creation and annihilation operators with no further normalising factor. The bound is therefore a necessary condition for a three-body density matrix reconstructed from one- and two-body data to come from the same state as those data, restricted to diagonal elements in one chosen basis.

## Each orbital holds at most one particle

This is the Pauli principle for spin orbitals. By hand it enters as $n_i^2=n_i$. In Lean it is built into the type: a pattern is a function `n : ι → Bool` on a finite set `ι` of orbitals, `occ n i` is the real number $n_i$, and `number S n` is $M$ as a natural number.

```lean
import Mathlib

open Finset

namespace ThreeBodyLowerBound

noncomputable section

variable {ι : Type*} [Fintype ι] [DecidableEq ι]

/-- The occupation number (0 or 1) of orbital `i` in the occupation pattern `n`. -/
def occ (n : ι → Bool) (i : ι) : ℝ := if n i = true then 1 else 0

/-- The number of occupied orbitals in the subset `S`. -/
def number (S : Finset ι) (n : ι → Bool) : ℕ := (S.filter (fun i => n i = true)).card
```

The bound fails for bosons. Put two bosons in each of two orbitals: then $T_1=4$, $T_2=8$ and $T_3=0$, while $m=2$ would demand $T_3\ge 8$.

## The weights are probabilities

An `Ensemble` carries a nonnegative weight for each pattern, with total one. It may mix patterns of different total particle number, and the occupations of different orbitals may be correlated in any way. The function `mean` is the average $\langle\cdot\rangle$.

```lean
/-- A probability distribution on the occupation patterns of the orbitals. -/
structure Ensemble (ι : Type*) [Fintype ι] [DecidableEq ι] where
  /-- The probability of each occupation pattern. -/
  weight : (ι → Bool) → ℝ
  nonneg : ∀ n, 0 ≤ weight n
  total : ∑ n, weight n = 1

/-- The ensemble average of an observable that depends on the occupation pattern. -/
def mean (p : Ensemble ι) (f : (ι → Bool) → ℝ) : ℝ := ∑ n, p.weight n * f n
```

Nonnegativity is what turns a pattern-by-pattern inequality into an inequality of averages. Without it the bound fails: weight $2$ on the empty pattern and $-1$ on a pattern with $M=3$ add up to one, but give $T_3=-6$, below the value $0$ required at $m=1$.

Normalisation gives the averages their meaning as probabilities, but no proof below uses it. Both sides of the bound scale linearly with the weights.

## The orbitals in a pair or triple are distinct

The three sums $T_1$, $T_2$, $T_3$ are `oneBody`, `twoBody` and `threeBody`. Distinctness is expressed by `S.erase i`, the set $S$ without $i$, and by a second `erase` for the third index. The summands in `twoBody` and `threeBody` are joint occupations.

```lean
/-- The sum of the mean occupations of the orbitals in `S`. -/
def oneBody (p : Ensemble ι) (S : Finset ι) : ℝ :=
  ∑ i ∈ S, mean p (fun n => occ n i)

/-- The sum of the joint occupations over ordered pairs of distinct orbitals in `S`. -/
def twoBody (p : Ensemble ι) (S : Finset ι) : ℝ :=
  ∑ i ∈ S, ∑ j ∈ S.erase i, mean p (fun n => occ n i * occ n j)

/-- The sum of the joint occupations over ordered triples of distinct orbitals in `S`. -/
def threeBody (p : Ensemble ι) (S : Finset ι) : ℝ :=
  ∑ i ∈ S, ∑ j ∈ S.erase i, ∑ k ∈ (S.erase i).erase j,
    mean p (fun n => occ n i * occ n j * occ n k)
```

By hand, fix a pattern. For $i\in S$ the other orbitals contribute $\sum_{j\ne i}n_j=M-n_i$, so

$$\sum_{j\neq i}n_in_j=n_iM-n_i^2=n_i(M-1).$$

Summing over $i$ gives $M(M-1)$. For distinct $i,j$, in the same way,

$$\sum_{k\ne i,j}n_in_jn_k=n_in_j(M-n_i-n_j)=n_in_j(M-2),$$

and summing over ordered pairs gives $M(M-1)(M-2)$. Both steps use $n_i^2=n_i$, which is `occ_sq`. In `pair_count` and `triple_count`, `Finset.add_sum_erase` splits off the excluded orbital, and `linear_combination` multiplies by the occupations and removes the squares.

```lean
omit [Fintype ι] [DecidableEq ι] in
lemma occ_sq (n : ι → Bool) (i : ι) : occ n i * occ n i = occ n i := by
  unfold occ
  split_ifs <;> norm_num

omit [Fintype ι] [DecidableEq ι] in
lemma sum_occ (S : Finset ι) (n : ι → Bool) : ∑ i ∈ S, occ n i = (number S n : ℝ) := by
  simp [occ, number]

omit [Fintype ι] in
/-- In a pattern with `M` occupied orbitals in `S`, the occupation products over ordered
pairs of distinct orbitals add up to `M (M - 1)`. -/
theorem pair_count (S : Finset ι) (n : ι → Bool) :
    ∑ i ∈ S, ∑ j ∈ S.erase i, occ n i * occ n j
      = (number S n : ℝ) * ((number S n : ℝ) - 1) := by
  have inner : ∀ i ∈ S, ∑ j ∈ S.erase i, occ n i * occ n j
      = occ n i * ((number S n : ℝ) - 1) := by
    intro i hi
    have h := Finset.add_sum_erase S (occ n) hi
    rw [sum_occ S n] at h
    rw [← Finset.mul_sum]
    linear_combination occ n i * h - occ_sq n i
  rw [Finset.sum_congr rfl inner, ← Finset.sum_mul, sum_occ]

omit [Fintype ι] in
/-- In a pattern with `M` occupied orbitals in `S`, the occupation products over ordered
triples of distinct orbitals add up to `M (M - 1) (M - 2)`. -/
theorem triple_count (S : Finset ι) (n : ι → Bool) :
    ∑ i ∈ S, ∑ j ∈ S.erase i, ∑ k ∈ (S.erase i).erase j, occ n i * occ n j * occ n k
      = (number S n : ℝ) * ((number S n : ℝ) - 1) * ((number S n : ℝ) - 2) := by
  have inner : ∀ i ∈ S, ∀ j ∈ S.erase i,
      ∑ k ∈ (S.erase i).erase j, occ n i * occ n j * occ n k
        = occ n i * occ n j * ((number S n : ℝ) - 2) := by
    intro i hi j hj
    have h1 := Finset.add_sum_erase S (occ n) hi
    have h2 := Finset.add_sum_erase (S.erase i) (occ n) hj
    rw [sum_occ S n] at h1
    rw [← Finset.mul_sum]
    linear_combination occ n i * occ n j * (h1 + h2) - occ n j * occ_sq n i
      - occ n i * occ_sq n j
  calc _ = ∑ i ∈ S, ∑ j ∈ S.erase i, occ n i * occ n j * ((number S n : ℝ) - 2) :=
        Finset.sum_congr rfl fun i hi => Finset.sum_congr rfl fun j hj => inner i hi j hj
    _ = (∑ i ∈ S, ∑ j ∈ S.erase i, occ n i * occ n j) * ((number S n : ℝ) - 2) := by
        simp only [Finset.sum_mul]
    _ = _ := by rw [pair_count]
```

Averaging gives $T_1=\langle M\rangle$, $T_2=\langle M(M-1)\rangle$ and $T_3=\langle M(M-1)(M-2)\rangle$. The difference of the two sides of the bound is then the average of

$$M(M-1)(M-2)-(m-1)\bigl[2M(M-1)-mM\bigr]$$
$$=M\bigl[M^2-(2m+1)M+m(m+1)\bigr]=M(M-m)(M-m-1).$$

The lemma `sum_mean` exchanges orbital sums with the average, and `defect_eq_mean` states the identity; `ring` does the algebra for each pattern.

```lean
lemma sum_mean {κ : Type*} (p : Ensemble ι) (s : Finset κ) (f : κ → (ι → Bool) → ℝ) :
    ∑ i ∈ s, mean p (f i) = mean p (fun n => ∑ i ∈ s, f i n) := by
  unfold mean
  rw [Finset.sum_comm]
  simp only [Finset.mul_sum]

/-- The three-body sum minus its pair-data bound is the ensemble average of
`M (M - m) (M - m - 1)`, where `M` counts the occupied orbitals in `S`. -/
theorem defect_eq_mean (p : Ensemble ι) (S : Finset ι) (m : ℤ) :
    threeBody p S - ((m : ℝ) - 1) * (2 * twoBody p S - m * oneBody p S)
      = mean p (fun n => (number S n : ℝ) * ((number S n : ℝ) - m)
          * ((number S n : ℝ) - m - 1)) := by
  -- turn the occupation sums into factorial moments of the particle number
  simp only [threeBody, twoBody, oneBody, sum_mean, triple_count, pair_count, sum_occ]
  simp only [mean, Finset.mul_sum, ← Finset.sum_sub_distrib]
  refine Finset.sum_congr rfl fun n _ => ?_
  ring
```

A mistake that is easy to make here is to insert sums over unordered pairs and triples. Six particles in $S$ with certainty have $15$ unordered pairs and $20$ unordered triples, and at $m=3$ the formula would then claim $20\ge 2(30-18)=24$, which is false. With ordered counts it reads $120\ge 2(60-18)=84$.

## The parameter m is an integer

The number $m$ is not a property of the state. It labels the members of a family of bounds. For $m\ge 0$, the bound labelled $m$ is exact when the particle number in $S$ fluctuates only between $m$ and $m+1$. The cubic $M(M-m)(M-m-1)$ is nonnegative because $M\ge 0$ and no integer lies strictly between $m$ and $m+1$: if $M\le m$, the last two factors are both nonpositive, and if $M\ge m+1$, both are nonnegative.

For non-integer $m$ the bound can fail. With $m=3/2$ and $M=2$ the cubic equals $2\cdot\tfrac12\cdot(-\tfrac12)=-\tfrac12$, so a state with exactly two particles in $S$ violates the inequality.

In Lean, `m : ℤ` is converted to a real number inside the formulas. The proof of `cubic_nonneg` makes the same case distinction on integers, where $M>m$ means $M\ge m+1$, and then transfers it to the reals.

```lean
/-- The cubic `M (M - m) (M - m - 1)` is nonnegative for every particle number `M` and
every integer `m`. -/
theorem cubic_nonneg (M : ℕ) (m : ℤ) :
    0 ≤ (M : ℝ) * ((M : ℝ) - m) * ((M : ℝ) - m - 1) := by
  have h : 0 ≤ ((M : ℝ) - m) * ((M : ℝ) - m - 1) := by
    -- no integer lies strictly between m and m + 1
    rcases le_or_gt (M : ℤ) m with h | h
    · have h' : (M : ℝ) ≤ m := by exact_mod_cast h
      nlinarith
    · have h' : (m : ℝ) + 1 ≤ M := by exact_mod_cast h
      exact mul_nonneg (by linarith) (by linarith)
  rw [mul_assoc]
  exact mul_nonneg (Nat.cast_nonneg M) h
```

The bound now follows from nonnegative weights times nonnegative cubics.

```lean
/-- Lower bound on the three-body sum in `S` from one- and two-body data, for every integer `m`. -/
theorem three_body_lower_bound (p : Ensemble ι) (S : Finset ι) (m : ℤ) :
    ((m : ℝ) - 1) * (2 * twoBody p S - m * oneBody p S) ≤ threeBody p S := by
  rw [← sub_nonneg, defect_eq_mean]
  exact Finset.sum_nonneg fun n _ => mul_nonneg (p.nonneg n) (cubic_nonneg _ m)
```

For equality, the average of the cubic must vanish. A sum of nonnegative terms is zero only if every term is zero, so each pattern of positive weight has $M=0$, $M=m$ or $M=m+1$. Conversely, those values make every term vanish. The proof of `three_body_eq_iff` uses `Finset.sum_eq_zero_iff_of_nonneg` for the first step and then examines the factors one at a time. Patterns of zero weight are unrestricted.

```lean
/-- The bound is an equality exactly when every pattern of positive probability has
0, `m` or `m + 1` occupied orbitals in `S`. -/
theorem three_body_eq_iff (p : Ensemble ι) (S : Finset ι) (m : ℤ) :
    threeBody p S = ((m : ℝ) - 1) * (2 * twoBody p S - m * oneBody p S) ↔
      ∀ n, 0 < p.weight n →
        number S n = 0 ∨ (number S n : ℤ) = m ∨ (number S n : ℤ) = m + 1 := by
  rw [← sub_eq_zero, defect_eq_mean, mean, Finset.sum_eq_zero_iff_of_nonneg
    (fun n _ => mul_nonneg (p.nonneg n) (cubic_nonneg _ m))]
  constructor
  · intro h n hn
    -- a positive weight forces one of the three factors to vanish
    rcases mul_eq_zero.mp (h n (Finset.mem_univ n)) with h0 | h0
    · exact absurd h0 hn.ne'
    rcases mul_eq_zero.mp h0 with h1 | h1
    · rcases mul_eq_zero.mp h1 with h2 | h2
      · left
        exact_mod_cast h2
      · right; left
        have h3 : (number S n : ℝ) = m := by linarith
        exact_mod_cast h3
    · right; right
      have h3 : (number S n : ℝ) = m + 1 := by linarith
      exact_mod_cast h3
  · intro h n _
    rcases (p.nonneg n).eq_or_lt with h0 | h0
    · rw [← h0, zero_mul]
    rcases h n h0 with h1 | h1 | h1
    · simp [h1]
    · have h2 : (number S n : ℝ) = m := by exact_mod_cast h1
      rw [h2]; ring
    · have h2 : (number S n : ℝ) = m + 1 := by exact_mod_cast h1
      rw [h2]; ring
```

## The pair sum lies between m − 1 and m times the one-body sum

This condition, the pair of hypotheses `hlo` and `hhi` in `best_integer`, selects a value of $m$ from the data. When $T_1>0$ it says that the ratio $T_2/T_1$ lies between $m-1$ and $m$. This ratio is the mean number of other particles in $S$ seen from a particle in $S$.

Let $B(k)=(k-1)(2T_2-kT_1)$ be the bound for an integer $k$. Expanding gives

$$B(m)-B(k)=(m-k)\bigl[2T_2-(m+k-1)T_1\bigr].$$

If $k\le m-1$, then $(m+k-1)T_1\le 2(m-1)T_1\le 2T_2$, by $T_1\ge0$ and the lower condition, so both factors are nonnegative. If $k\ge m+1$, then $(m+k-1)T_1\ge 2mT_1\ge 2T_2$, by the upper condition, and both factors are nonpositive. For $k=m$ the difference is zero. In every case $B(m)\ge B(k)$.

The Lean proof first establishes $T_1\ge 0$ as `hN`, then splits into the same three cases. In the two unequal cases, `a` and `b` record the signs of the two factors, `mul_nonneg a b` gives the sign of their product, and `nlinarith` concludes from it.

```lean
/-- If the pair sum lies between `m - 1` and `m` times the one-body sum, then `m` gives
the largest lower bound among all integers `k`. -/
theorem best_integer (p : Ensemble ι) (S : Finset ι) (m : ℤ)
    (hlo : ((m : ℝ) - 1) * oneBody p S ≤ twoBody p S)
    (hhi : twoBody p S ≤ m * oneBody p S) (k : ℤ) :
    ((k : ℝ) - 1) * (2 * twoBody p S - k * oneBody p S)
      ≤ ((m : ℝ) - 1) * (2 * twoBody p S - m * oneBody p S) := by
  have hN : 0 ≤ oneBody p S := by
    simp only [oneBody, sum_mean, sum_occ]
    exact Finset.sum_nonneg fun n _ => mul_nonneg (p.nonneg n) (Nat.cast_nonneg _)
  rcases lt_trichotomy k m with h | h | h
  · have h' : (k : ℝ) + 1 ≤ m := by exact_mod_cast h
    have a : 0 ≤ (m : ℝ) - k := by linarith
    have b : 0 ≤ 2 * twoBody p S - oneBody p S * (m + k - 1) := by
      nlinarith [mul_nonneg hN (sub_nonneg.mpr h')]
    nlinarith [mul_nonneg a b]
  · rw [h]
  · have h' : (m : ℝ) + 1 ≤ k := by exact_mod_cast h
    have a : 0 ≤ (k : ℝ) - m := by linarith
    have b : 0 ≤ oneBody p S * (m + k - 1) - 2 * twoBody p S := by
      nlinarith [mul_nonneg hN (sub_nonneg.mpr h')]
    nlinarith [mul_nonneg a b]
```

If either condition fails, a neighbouring integer does strictly better. The formula gives $B(m)-B(m-1)=2[T_2-(m-1)T_1]$, which is negative when the lower condition fails, and $B(m)-B(m+1)=2[mT_1-T_2]$, which is negative when the upper one fails. When $T_2=mT_1$, the integers $m$ and $m+1$ give the same bound.

As an instance, let $S$ have three orbitals, with $M=1$ or $M=3$, each with probability $\tfrac12$. Then

$$T_1=\tfrac12(1+3)=2,\qquad T_2=\tfrac12(0+6)=3,\qquad T_3=\tfrac12(0+6)=3.$$

Since $T_2/T_1=\tfrac32$, the choice is $m=2$, and the bound is $1\cdot(6-4)=2$. The neighbours $m=1$ and $m=3$ both give $0$. The gap $3-2=1$ is the average of $M(M-2)(M-3)$, which is $2$ at $M=1$ and $0$ at $M=3$.

A different distribution has the same $T_1$ and $T_2$ and reaches the bound: $M=0,2,3$ with probabilities $\tfrac16,\tfrac12,\tfrac13$. It gives $T_1=1+1=2$, $T_2=1+2=3$ and $T_3=\tfrac13\cdot 6=2$.

## The pair sum exceeds the one-body sum

The hypothesis `h` of the last theorem, $T_1<T_2$, says that a particle in $S$ sees on average more than one other particle there. Some pattern of positive probability must then contain at least three. The bound at $m=2$ shows it directly:

$$T_3\ge 2T_2-2T_1>0.$$

The proof is this specialisation, followed by linear arithmetic.

```lean
/-- If the pair sum in `S` exceeds the one-body sum, the three-body sum is strictly
positive. -/
theorem three_body_pos (p : Ensemble ι) (S : Finset ι)
    (h : oneBody p S < twoBody p S) : 0 < threeBody p S := by
  have h2 := three_body_lower_bound p S 2
  push_cast at h2
  linarith

end

end ThreeBodyLowerBound
```

Equality $T_2=T_1$ would not be enough. If $S$ holds exactly two particles with certainty, then $T_1=T_2=2$ and $T_3=0$.

```lean
#print axioms ThreeBodyLowerBound.three_body_lower_bound
#print axioms ThreeBodyLowerBound.three_body_eq_iff
#print axioms ThreeBodyLowerBound.best_integer
#print axioms ThreeBodyLowerBound.three_body_pos
```

```
'ThreeBodyLowerBound.three_body_lower_bound' depends on axioms: [propext, Classical.choice, Quot.sound]
'ThreeBodyLowerBound.three_body_eq_iff' depends on axioms: [propext, Classical.choice, Quot.sound]
'ThreeBodyLowerBound.best_integer' depends on axioms: [propext, Classical.choice, Quot.sound]
'ThreeBodyLowerBound.three_body_pos' depends on axioms: [propext, Classical.choice, Quot.sound]
```
